# The Fowler-Guggenheim pressure increases strictly with coverage exactly when the reduced attraction is at most four

A mean-field kinetic model of a surface with adsorption in equilibrium needs the coverage of the adsorbate at a given gas pressure. The Fowler-Guggenheim isotherm gives the pressure as a function of the coverage, so the coverage is found by a root search on $(0,1)$, and the search can return only one answer when no two coverages share that pressure. For one species on equivalent sites with an attraction linear in the coverage, this holds at all pressures exactly when the reduced attraction $w$ satisfies $w \le 4$. When a coverage-dependent binding energy is fitted to electronic-structure calculations and used in such a one-parameter mean-field model, the number to compare with four is the slope of the differential binding energy (the energy gained by adding one more adsorbate, counted positive for binding) with respect to the fraction of occupied sites, in units of the thermal energy. The average binding energy per adsorbate has half this slope.

```lean
import Mathlib

open Real Set

namespace FowlerGuggenheim

noncomputable section
```

## The isotherm and the rate equation

Let $\theta$ be the fraction of occupied sites, $z$ the number of neighbours of a site, $\varepsilon$ the binding energy gained per pair of occupied neighbours, $E_0$ the binding energy of an isolated adsorbate, and $k_BT$ the thermal energy. In the mean-field approximation an adsorbate has $z\theta$ occupied neighbours, and the chemical potential of the layer is, up to a function of temperature from the vibrations of the adsorbate,
$$\mu = -E_0 - z\varepsilon\theta + k_BT\ln\frac{\theta}{1-\theta}.$$
An ideal gas at pressure $p_{\rm gas}$ has $\mu = k_BT\ln p_{\rm gas}$ plus a function of temperature. Equating the two, and collecting $E_0$ and both functions of temperature in a factor $K$ that is constant at fixed temperature, gives the reduced pressure $P = Kp_{\rm gas}$ as
$$P = p_w(\theta) = \frac{\theta\,e^{-w\theta}}{1-\theta}, \qquad w = \frac{z\varepsilon}{k_BT}.$$
Lean takes the formula for $p_w(\theta)$ as the definition of `pressure w θ`, so the lattice and the mean-field step are physics assumed behind it. The parameter `w` is any real number: $w>0$ is attraction, $w=0$ the Langmuir isotherm and $w<0$ repulsion.

```lean
/-- Reduced pressure `θ exp(-wθ)/(1-θ)` of the Fowler-Guggenheim isotherm at coverage `θ`
and reduced lateral attraction `w`. -/
def pressure (w θ : ℝ) : ℝ := θ * exp (-w * θ) / (1 - θ)
```

In the kinetic picture, with time in units of the inverse desorption rate constant at zero coverage, adsorption is proportional to $P$ and to the fraction of empty sites, and desorption is slowed by the extra binding:
$$\frac{d\theta}{dt} = r_w(P,\theta) = P(1-\theta) - \theta\,e^{-w\theta}.$$
This form postulates that the lateral interaction acts on desorption alone. Only the right-hand side, `rate w P θ`, enters the theorems. No trajectory is constructed.

```lean
/-- Net rate of change of the coverage at reduced pressure `P`: adsorption on empty sites
minus desorption weighted by the factor `exp(-wθ)`. -/
def rate (w P θ : ℝ) : ℝ := P * (1 - θ) - θ * exp (-w * θ)
```

For $w>4$ the slope of the isotherm changes sign where $w\theta(1-\theta)=1$. Completing the square turns this into $(\theta-\tfrac12)^2 = \tfrac14-\tfrac1w$, with the spinodal coverages $\tfrac12\pm s$ as roots, where $s=\sqrt{1/4-1/w}$ is `halfWidth w`. It is used only under the hypothesis $w>4$.

```lean
/-- Half-width `√(1/4 - 1/w)` of the spinodal interval of coverages around one half. -/
def halfWidth (w : ℝ) : ℝ := sqrt (1 / 4 - 1 / w)
```

## Steady coverages lie on the isotherm

A steady coverage satisfies $P(1-\theta)=\theta e^{-w\theta}$, and for $\theta\neq1$ division by $1-\theta$ gives $P=p_w(\theta)$. The lemma `eq_div_iff` is this division, read in both directions. The hypothesis `θ ≠ 1` is needed because Lean assigns `pressure w 1` the value zero through division by zero, whereas $r_w(P,1)=-e^{-w}$ never vanishes.

```lean
/-- A coverage other than one is a steady state of the rate equation exactly when the
pressure equals the isotherm value. -/
theorem rate_eq_zero_iff (w P : ℝ) {θ : ℝ} (h : θ ≠ 1) :
    rate w P θ = 0 ↔ P = pressure w θ := by
  have hne : 1 - θ ≠ 0 := sub_ne_zero.mpr h.symm
  unfold rate pressure
  rw [eq_div_iff hne, sub_eq_zero]
```

## The slope

The product and chain rules give $\frac{d}{d\theta}\,\theta e^{-w\theta} = e^{-w\theta}(1-w\theta)$, and the denominator $1-\theta$ has derivative $-1$. The quotient rule then yields
$$p_w'(\theta)=\frac{e^{-w\theta}\left[(1-w\theta)(1-\theta)+\theta\right]}{(1-\theta)^2}=\frac{e^{-w\theta}\left[1-w\theta(1-\theta)\right]}{(1-\theta)^2}.$$
The exponential and the squared denominator are positive, so the sign of the slope is that of $1-w\theta(1-\theta)$. In the proof `h1` differentiates the exponent, `h2` the numerator and `h3` the denominator, while `h4` is the simplification of the bracket and `fun_div` is the quotient rule. `HasDerivAt` includes differentiability, and the later proofs obtain the continuity of $p_w$ away from $\theta=1$ from it.

```lean
/-- The slope of the isotherm is `exp(-wθ) (1 - wθ(1-θ)) / (1-θ)²` at every coverage
other than one. -/
theorem hasDerivAt_pressure (w : ℝ) {θ : ℝ} (h : θ ≠ 1) :
    HasDerivAt (pressure w) (exp (-w * θ) * (1 - w * (θ * (1 - θ))) / (1 - θ) ^ 2) θ := by
  have hne : 1 - θ ≠ 0 := sub_ne_zero.mpr h.symm
  have h1 : HasDerivAt (fun x : ℝ => -w * x) (-w) θ :=
    ((hasDerivAt_id' θ).const_mul (-w)).congr_deriv (mul_one _)
  have h2 : HasDerivAt (fun x : ℝ => x * exp (-w * x))
      (1 * exp (-w * θ) + θ * (exp (-w * θ) * -w)) θ := (hasDerivAt_id' θ).fun_mul h1.exp
  have h3 : HasDerivAt (fun x : ℝ => 1 - x) (-1) θ := (hasDerivAt_id' θ).const_sub 1
  have h4 : ((1 * exp (-w * θ) + θ * (exp (-w * θ) * -w)) * (1 - θ)
      - θ * exp (-w * θ) * -1) = exp (-w * θ) * (1 - w * (θ * (1 - θ))) := by ring
  rw [← h4]
  exact h2.fun_div h3 hne
```

## Exchange of occupied and empty sites

For $\theta\neq0$ and $\theta\neq1$ the rational factors at $\theta$ and at $1-\theta$ are reciprocal:
$$p_w(\theta)\,p_w(1-\theta)=\frac{\theta}{1-\theta}\cdot\frac{1-\theta}{\theta}\;e^{-w\theta}e^{-w(1-\theta)}=e^{-w}.$$
The step `he` splits $e^{-w}$ into the two exponentials, which are then treated as plain numbers while `field_simp` cancels the fractions.

```lean
/-- Particle-hole symmetry: for `θ` other than zero and one, the pressures at coverages `θ` and `1 -
θ` multiply to `exp(-w)`. -/
theorem pressure_mul_pressure_one_sub (w : ℝ) {θ : ℝ} (h0 : θ ≠ 0) (h1 : θ ≠ 1) :
    pressure w θ * pressure w (1 - θ) = exp (-w) := by
  have hne : 1 - θ ≠ 0 := sub_ne_zero.mpr h1.symm
  have he : exp (-w) = exp (-w * θ) * exp (-w * (1 - θ)) := by
    rw [← exp_add]
    congr 1
    ring
  unfold pressure
  rw [he, sub_sub_cancel]
  generalize exp (-w * θ) = a
  generalize exp (-w * (1 - θ)) = b
  field_simp
```

At half coverage the ratio $\theta/(1-\theta)$ equals one, so $p_w(\tfrac12)=e^{-w/2}$.

```lean
/-- At half coverage the pressure is `exp(-w/2)`. -/
theorem pressure_half (w : ℝ) : pressure w (1 / 2) = exp (-w / 2) := by
  have h : -w * (1 / 2) = -w / 2 := by ring
  unfold pressure
  rw [h]
  ring
```

## A strictly rising isotherm for $w\le4$

On $(0,1)$ the product $\theta(1-\theta)$ is positive, so $w\le4$ gives
$$1-w\theta(1-\theta)\;\ge\;1-4\theta(1-\theta)=(1-2\theta)^2,$$
which is positive for $\theta\ne\tfrac12$. At $w=4$ the slope is zero at $\theta=\tfrac12$, so the rule that a positive slope everywhere gives an increasing function does not apply to the whole interval. It does apply to $(0,\tfrac12]$ and to $[\tfrac12,1)$ separately, since $p_w$ is continuous on each and has positive slope in each interior. Two coverages $a<b$ on opposite sides of one half then obey $p_w(a)<p_w(\tfrac12)<p_w(b)$.

`StrictMonoOn (pressure w) (Ioo 0 1)` says that $a<b$ implies $p_w(a)<p_w(b)$ for all $a,b$ in the open interval $(0,1)$. In the proof the coverage is called `x`. The step `hpos` is the inequality above, with `hm` multiplying $w\le4$ by $x(1-x)$. The steps `hl` and `hr` apply `strictMonoOn_of_deriv_pos`, which asks for continuity on the set and a positive slope only in its interior. Then `hl.union hr` joins the halves, using that one half is the greatest element of the first and the least of the second.

```lean
/-- For `w ≤ 4` the pressure increases strictly with coverage on `(0,1)`. -/
theorem strictMonoOn_of_le_four {w : ℝ} (hw : w ≤ 4) :
    StrictMonoOn (pressure w) (Ioo 0 1) := by
  -- the slope is positive away from one half, since 1 - 4θ(1-θ) = (1-2θ)²
  have hpos : ∀ x : ℝ, 0 < x → x < 1 → x ≠ 1 / 2 → 0 < deriv (pressure w) x := by
    intro x h0 h1 hx
    rw [(hasDerivAt_pressure w h1.ne).deriv]
    have hx1 : 0 < 1 - x := by linarith
    have hq : 0 < x * (1 - x) := mul_pos h0 hx1
    have hn : 1 - 2 * x ≠ 0 := fun h => hx (by linarith)
    have hs : 0 < (1 - 2 * x) ^ 2 := by positivity
    have hm := mul_le_mul_of_nonneg_right hw hq.le
    have hf : 0 < 1 - w * (x * (1 - x)) := by nlinarith
    exact div_pos (mul_pos (exp_pos _) hf) (pow_pos hx1 2)
  have hl : StrictMonoOn (pressure w) (Ioc 0 (1 / 2)) := by
    refine strictMonoOn_of_deriv_pos (convex_Ioc _ _) (fun x hx => ?_) (fun x hx => ?_)
    · have h1 : x < 1 := by linarith [hx.2]
      exact (hasDerivAt_pressure w h1.ne).continuousAt.continuousWithinAt
    · rw [interior_Ioc] at hx
      exact hpos x hx.1 (by linarith [hx.2]) hx.2.ne
  have hr : StrictMonoOn (pressure w) (Ico (1 / 2) 1) := by
    refine strictMonoOn_of_deriv_pos (convex_Ico _ _) (fun x hx => ?_) (fun x hx => ?_)
    · exact (hasDerivAt_pressure w hx.2.ne).continuousAt.continuousWithinAt
    · rw [interior_Ico] at hx
      exact hpos x (by linarith [hx.1]) hx.2 hx.1.ne'
  -- glue the two branches at one half
  have hu := hl.union hr (c := 1 / 2) ⟨⟨by norm_num, le_rfl⟩, fun x hx => hx.2⟩
    ⟨⟨le_rfl, by norm_num⟩, fun x hx => hx.1⟩
  refine hu.mono fun x hx => ?_
  rcases le_total x (1 / 2) with h | h
  · exact Or.inl ⟨hx.1, h⟩
  · exact Or.inr ⟨h, hx.2⟩
```

## A falling branch for $w>4$

For $w>4$ one has $0<1/w<1/4$, so $s^2=\tfrac14-\tfrac1w$ lies strictly between $0$ and $\tfrac14$, and $0<s<\tfrac12$. For $\theta$ strictly between the spinodal coverages both factors on the left of
$$\left(\theta-\tfrac12+s\right)\left(\tfrac12+s-\theta\right)=s^2-\left(\theta-\tfrac12\right)^2=\theta(1-\theta)-\frac1w$$
are positive. Hence $w\theta(1-\theta)>1$ and the slope is negative. By continuity $p_w$ decreases strictly on the closed interval $[\tfrac12-s,\tfrac12+s]$, which is `Icc (1 / 2 - halfWidth w) (1 / 2 + halfWidth w)`. The step `hp` is the positivity of the product, `hq` converts it with the value of $s^2$ from `hsq`, and `strictAntiOn_of_deriv_neg` passes from the sign of the slope to the decrease.

```lean
/-- For `w > 4` the half-width lies strictly between zero and one half, and the pressure
decreases strictly with coverage on the spinodal interval. -/
theorem strictAntiOn_spinodal {w : ℝ} (hw : 4 < w) :
    0 < halfWidth w ∧ halfWidth w < 1 / 2 ∧
      StrictAntiOn (pressure w) (Icc (1 / 2 - halfWidth w) (1 / 2 + halfWidth w)) := by
  have hw0 : 0 < w := by linarith
  have hi : 1 / w < 1 / 4 := one_div_lt_one_div_of_lt (by norm_num) hw
  have hi0 : 0 < 1 / w := one_div_pos.mpr hw0
  have hs0 : 0 < halfWidth w := sqrt_pos.mpr (by linarith)
  have hsq : halfWidth w ^ 2 = 1 / 4 - 1 / w := sq_sqrt (by linarith)
  have hs1 : halfWidth w < 1 / 2 := by nlinarith
  refine ⟨hs0, hs1, ?_⟩
  refine strictAntiOn_of_deriv_neg (convex_Icc _ _) (fun x hx => ?_) (fun x hx => ?_)
  · have h1 : x < 1 := by linarith [hx.2]
    exact (hasDerivAt_pressure w h1.ne).continuousAt.continuousWithinAt
  · rw [interior_Icc] at hx
    have h1 : x < 1 := by linarith [hx.2]
    rw [(hasDerivAt_pressure w h1.ne).deriv]
    -- inside the interval θ(1-θ) > 1/w
    have hp := mul_pos (sub_pos.mpr hx.1) (sub_pos.mpr hx.2)
    have hq : 1 / w < x * (1 - x) := by nlinarith
    have hq' := (div_lt_iff₀ hw0).mp hq
    have hf : 1 - w * (x * (1 - x)) < 0 := by linarith [mul_comm w (x * (1 - x))]
    exact div_neg_of_neg_of_pos (mul_neg_of_pos_of_neg (exp_pos _) hf)
      (pow_pos (sub_pos.mpr h1) 2)
```

## A dilute and a dense coverage at the pressure $e^{-w/2}$

Since $\tfrac12-s<\tfrac12$ and both points lie in the spinodal interval, the decrease gives
$$p_w(0)=0<e^{-w/2}=p_w(\tfrac12)<p_w(\tfrac12-s).$$
The function $p_w$ is continuous on $[0,\tfrac12-s]$, so some $\theta$ with $0<\theta<\tfrac12-s$ has $p_w(\theta)=e^{-w/2}$. The exchange symmetry then reads $e^{-w/2}\,p_w(1-\theta)=e^{-w/2}e^{-w/2}$, and cancelling the nonzero factor gives $p_w(1-\theta)=e^{-w/2}$. In Lean, `h0` and `hgt` are the two strict inequalities, `intermediate_value_Ioo` supplies $\theta$ and `mul_left_cancel₀` does the cancellation.

The conclusion of `exists_coexistence` is an equality of pressures at $\theta$ and $1-\theta$, a value that `pressure_half` also assigns to $\theta=\tfrac12$. No free energy is defined, so the theorem does not identify the two coverages as phases in thermodynamic equilibrium, and it does not say that $\theta$ is the only such coverage below $\tfrac12-s$.

```lean
/-- For `w > 4` there is a positive coverage `θ` below the spinodal interval such that `θ`
and `1 - θ` both have the pressure `exp(-w/2)`. -/
theorem exists_coexistence {w : ℝ} (hw : 4 < w) :
    ∃ θ ∈ Ioo 0 (1 / 2 - halfWidth w),
      pressure w θ = exp (-w / 2) ∧ pressure w (1 - θ) = exp (-w / 2) := by
  obtain ⟨hs0, hs1, ha⟩ := strictAntiOn_spinodal hw
  have hgt : pressure w (1 / 2) < pressure w (1 / 2 - halfWidth w) :=
    ha ⟨le_rfl, by linarith⟩ ⟨by linarith, by linarith⟩ (by linarith)
  rw [pressure_half] at hgt
  have hc : ContinuousOn (pressure w) (Icc 0 (1 / 2 - halfWidth w)) := fun x hx => by
    have h1 : x < 1 := by linarith [hx.2]
    exact (hasDerivAt_pressure w h1.ne).continuousAt.continuousWithinAt
  have h0 : pressure w 0 < exp (-w / 2) := by
    have hz : pressure w 0 = 0 := by simp [pressure]
    rw [hz]
    exact exp_pos _
  -- intermediate value on the dilute branch, then particle-hole symmetry
  obtain ⟨θ, hθ, hp⟩ := intermediate_value_Ioo (by linarith) hc ⟨h0, hgt⟩
  refine ⟨θ, hθ, hp, ?_⟩
  have h1 : θ < 1 := by linarith [hθ.2]
  have hsym := pressure_mul_pressure_one_sub w hθ.1.ne' h1.ne
  have he : exp (-w) = exp (-w / 2) * exp (-w / 2) := by
    rw [← exp_add]
    congr 1
    ring
  rw [hp, he] at hsym
  exact mul_left_cancel₀ (exp_ne_zero _) hsym
```

## The threshold at four

The theorem `strictMonoOn_iff` holds for every real $w$ and has two parts. The pressure is strictly increasing on $(0,1)$ if and only if $w\le4$, and there are coverages $a\neq b$ in $(0,1)$ with $p_w(a)=p_w(b)$ if and only if $w>4$. With $w=z\varepsilon/k_BT$ and $\varepsilon>0$ the first condition reads $k_BT\ge z\varepsilon/4$. The number four belongs to the mean-field formula, which ignores correlations between neighbouring sites, and nothing is stated about the lattice gas itself.

For $w>4$ the step `key` takes $a=\theta$ and $b=1-\theta$, which are distinct because $\theta<\tfrac12$. The two remaining directions go by contradiction and use that a strictly increasing function is injective (`injOn`). If $p_w$ were strictly increasing with $w>4$, the pair from `key` would have to coincide, and if a pair existed with $w\le4$, the strict increase would force $a=b$.

```lean
/-- The Fowler-Guggenheim pressure is strictly increasing on `(0,1)` if and only if `w ≤ 4`,
and two different coverages in `(0,1)` share a pressure if and only if `w > 4`. -/
theorem strictMonoOn_iff (w : ℝ) :
    (StrictMonoOn (pressure w) (Ioo 0 1) ↔ w ≤ 4) ∧
      ((∃ a ∈ Ioo (0 : ℝ) 1, ∃ b ∈ Ioo (0 : ℝ) 1, a ≠ b ∧ pressure w a = pressure w b) ↔
        4 < w) := by
  have key : 4 < w →
      ∃ a ∈ Ioo (0 : ℝ) 1, ∃ b ∈ Ioo (0 : ℝ) 1, a ≠ b ∧ pressure w a = pressure w b := by
    intro hw
    obtain ⟨θ, hθ, h1, h2⟩ := exists_coexistence hw
    have hs := (strictAntiOn_spinodal hw).1
    have hlt : θ < 1 - θ := by linarith [hθ.2]
    exact ⟨θ, ⟨hθ.1, by linarith [hθ.2]⟩, 1 - θ, ⟨by linarith [hθ.2], by linarith [hθ.1]⟩,
      hlt.ne, h1.trans h2.symm⟩
  refine ⟨⟨fun hm => ?_, strictMonoOn_of_le_four⟩, ⟨?_, key⟩⟩
  · by_contra hw
    obtain ⟨a, ha, b, hb, hne, he⟩ := key (not_le.mp hw)
    exact hne (hm.injOn ha hb he)
  · rintro ⟨a, ha, b, hb, hne, he⟩
    by_contra hw
    exact hne ((strictMonoOn_of_le_four (not_lt.mp hw)).injOn ha hb he)
```

## At most one steady coverage per pressure

Coverages in $(0,1)$ differ from one, so $r_w(P,a)=0$ and $r_w(P,b)=0$ mean $p_w(a)=P=p_w(b)$. For $w\le4$ injectivity gives $a=b$. For $w>4$ the choice $P=p_w(a)$, with the pair $a\ne b$ from the threshold theorem, makes both coverages steady. The proof is these two arguments, with `rate_eq_zero_iff` translating between rate and isotherm.

In `unique_steady_state_iff` the pressure `P` ranges over all real numbers, which costs nothing because $p_w>0$ on $(0,1)$ leaves no steady coverage there when $P\le0$. The statement is about uniqueness alone. For $w>4$ it says that some pressure has more than one steady coverage, and it leaves open which pressures do. The existence of a root for each $P>0$ and the stability of the steady coverages under the rate equation are also left open, although the sign of the slope suggests that the falling branch is the unstable one, an expectation that no theorem here confirms.

```lean
/-- Every pressure admits at most one steady coverage in `(0,1)` if and only if `w ≤ 4`. -/
theorem unique_steady_state_iff (w : ℝ) :
    (∀ P : ℝ, ∀ a ∈ Ioo (0 : ℝ) 1, ∀ b ∈ Ioo (0 : ℝ) 1,
      rate w P a = 0 → rate w P b = 0 → a = b) ↔ w ≤ 4 := by
  constructor
  · intro h
    by_contra hw
    obtain ⟨a, ha, b, hb, hne, he⟩ := (strictMonoOn_iff w).2.mpr (not_le.mp hw)
    exact hne (h (pressure w a) a ha b hb ((rate_eq_zero_iff w _ ha.2.ne).mpr rfl)
      ((rate_eq_zero_iff w _ hb.2.ne).mpr he))
  · intro hw P a ha b hb h1 h2
    rw [rate_eq_zero_iff w P ha.2.ne] at h1
    rw [rate_eq_zero_iff w P hb.2.ne] at h2
    exact (strictMonoOn_of_le_four hw).injOn ha hb (h1.symm.trans h2)

end

end FowlerGuggenheim
```

```lean
#print axioms FowlerGuggenheim.strictMonoOn_iff
#print axioms FowlerGuggenheim.unique_steady_state_iff
```

```
'FowlerGuggenheim.strictMonoOn_iff' depends on axioms: [propext, Classical.choice, Quot.sound]
'FowlerGuggenheim.unique_steady_state_iff' depends on axioms: [propext, Classical.choice, Quot.sound]
```
